# For a unit direction n with n·L = 0, the orbital and spin-dipolar hyperfine field N of an electron, without its radial factor, satisfies N·J = L·L

Let $S_k$ be the spin and $L_k$ the orbital angular momentum of one electron in units of $\hbar$, and let $n_k$ be the direction from the nucleus to the electron. The components carry $k=0,1,2$, as in Lean. The total angular momentum and the hyperfine field operator are

$$J_k=L_k+S_k,\qquad N_k=L_k-S_k+3(S\cdot n)\,n_k .$$

The field has an orbital part $L_k$ and a spin-dipolar part. Its radial factor, proportional to $r^{-3}$, and the Fermi contact term are left out, and the electron spin g-factor is taken as 2. A dot denotes a sum over components with the operators in the order written.

## Operators and their relations

```lean
import Mathlib

open Matrix

namespace HyperfineField

noncomputable section

variable {A : Type*} [Ring A] [Algebra ℂ A]
```

The first lines load Mathlib and fix `A`, an arbitrary associative algebra over the complex numbers. Its elements play the role of operators. No Hilbert space, adjoint or finite dimension is assumed.

```lean
/-- Relations of a spin one-half `S` with an orbital operator `L` and a direction `n`:
the spin components square to 1/4 and anticommute, spin commutes with `L` and `n`,
and the components of `n` commute with each other. -/
structure SpinRelations (S L n : Fin 3 → A) : Prop where
  sq : ∀ k, S k * S k = (1 / 4 : ℂ) • (1 : A)
  anti : ∀ j k, j ≠ k → S j * S k = -(S k * S j)
  spin_orb : ∀ j k, S j * L k = L k * S j
  spin_dir : ∀ j k, S j * n k = n k * S j
  dir_comm : ∀ j k, n j * n k = n k * n j
```

A triple of operators has type `Fin 3 → A`. `SpinRelations S L n` is a proposition, and a proof of it supplies five facts:

- $S_k^2=\tfrac14$, because a spin-½ component takes the values $\pm\tfrac12$;
- $S_jS_k=-S_kS_j$ for $j\neq k$;
- $S_j$ commutes with every $L_k$, since they act on different degrees of freedom;
- $S_j$ commutes with every $n_k$, for the same reason;
- the $n_k$ commute among themselves, as functions of position do.

The symbol `•` multiplies an operator by a number. The commutators of $L$ are not assumed, nor is the Pauli relation that expresses $S_0S_1$ through $S_2$.

```lean
/-- The spin component `S·n` along the direction `n`. -/
def radialSpin (S n : Fin 3 → A) : A := ∑ k, S k * n k
```

This is the spin component along the direction, $R=S\cdot n=\sum_k S_kn_k$.

```lean
/-- The orbital and spin-dipolar hyperfine field `N = L - S + 3 (S·n) n`,
without its radial prefactor. -/
def field (S L n : Fin 3 → A) (k : Fin 3) : A :=
  L k - S k + (3 : ℂ) • (radialSpin S n * n k)
```

This is $N_k=L_k-S_k+3Rn_k$, the field defined at the start.

```lean
/-- The total electronic angular momentum `J = L + S`. -/
def totalJ (S L : Fin 3 → A) (k : Fin 3) : A := L k + S k
```

This is $J_k=L_k+S_k$. The nuclear spin is not part of it.

## The product of field and angular momentum

```lean
variable {S L n : Fin 3 → A}

/-- The square of the spin component along `n` is `n·n / 4`. -/
theorem radialSpin_sq (h : SpinRelations S L n) :
    radialSpin S n * radialSpin S n = (1 / 4 : ℂ) • ∑ k, n k * n k := by
  have hh : ∀ j k, S j * n j * (S k * n k) = S j * S k * (n j * n k) := by
    intro j k
    calc S j * n j * (S k * n k) = S j * (n j * S k) * n k := by simp only [mul_assoc]
      _ = S j * (S k * n j) * n k := by rw [h.spin_dir k j]
      _ = S j * S k * (n j * n k) := by simp only [mul_assoc]
  simp only [radialSpin, Fin.sum_univ_three, add_mul, mul_add, hh, h.sq,
    smul_mul_assoc, one_mul]
  -- the mixed terms cancel in pairs
  rw [h.anti 1 0 (by decide), h.anti 2 0 (by decide), h.anti 2 1 (by decide),
    h.dir_comm 1 0, h.dir_comm 2 0, h.dir_comm 2 1]
  simp only [neg_mul]
  module
```

The theorem says $R^2=\tfrac14\,n\cdot n$. By hand, move the spins to the left:

$$R^2=\sum_{j,k}S_jn_jS_kn_k=\sum_{j,k}S_jS_k\,n_jn_k .$$

The terms with $j=k$ give $\tfrac14\sum_k n_k^2$. For $j\ne k$, the terms $(j,k)$ and $(k,j)$ cancel, because $S_jS_k$ changes sign under exchange and $n_jn_k$ does not.

In the proof, `hh` is the reordering. The `rw` line then brings each mixed pair to a common order, and `module` collects terms with numerical coefficients.

```lean
/-- The spin component along `n` commutes with every component of `n`. -/
theorem radialSpin_comm (h : SpinRelations S L n) (k : Fin 3) :
    radialSpin S n * n k = n k * radialSpin S n := by
  unfold radialSpin
  rw [Finset.sum_mul, Finset.mul_sum]
  refine Finset.sum_congr rfl fun j _ => ?_
  rw [mul_assoc, h.dir_comm j k, ← mul_assoc, h.spin_dir j k, mul_assoc]
```

This says $Rn_k=n_kR$. Each summand obeys $S_jn_jn_k=S_jn_kn_j=n_kS_jn_j$, using first that the directions commute and then that spin commutes with direction. The Lean proof does the same under the sum.

```lean
/-- The product `N·J` for a direction operator of any length and any value of `n·L`. -/
theorem field_dot_J_general (h : SpinRelations S L n) :
    ∑ k, field S L n k * totalJ S L k = ∑ k, L k * L k
      + (3 : ℂ) • (radialSpin S n * ∑ k, n k * L k)
      + (3 / 4 : ℂ) • (∑ k, n k * n k - 1) := by
  have key : ∀ k, field S L n k * totalJ S L k = L k * L k - (1 / 4 : ℂ) • (1 : A)
      + (3 : ℂ) • (radialSpin S n * (n k * L k))
      + (3 : ℂ) • (radialSpin S n * (S k * n k)) := by
    intro k
    simp only [field, totalJ, add_mul, sub_mul, mul_add, smul_mul_assoc, mul_assoc]
    rw [h.sq k, h.spin_orb k k, h.spin_dir k k]
    module
  have hR : ∑ k, radialSpin S n * (S k * n k) = (1 / 4 : ℂ) • ∑ k, n k * n k := by
    rw [← Finset.mul_sum]
    exact radialSpin_sq h
  rw [Finset.mul_sum]
  simp only [Fin.sum_univ_three, key] at hR ⊢
  linear_combination (norm := module) (3 : ℂ) • hR
```

Before $n\cdot n=1$ and $n\cdot L=0$ are imposed, the product is

$$N\cdot J=L\cdot L+3R\,(n\cdot L)+\tfrac34\,(n\cdot n-1).$$

For one component, expansion gives

$$N_kJ_k=L_k^2+L_kS_k-S_kL_k-S_k^2+3Rn_kL_k+3Rn_kS_k .$$

The two mixed terms $L_kS_k-S_kL_k$ cancel, $S_k^2=\tfrac14$, and $n_kS_k=S_kn_k$. Hence

$$N_kJ_k=L_k^2-\tfrac14+3R\,n_kL_k+3R\,S_kn_k ,$$

which is `key`. Summing over $k$ turns the last term into $3R^2=\tfrac34\,n\cdot n$, by `hR`, and the constants add to $-\tfrac34$. The closing `linear_combination` adds three times `hR` and checks that both sides agree.

```lean
/-- For a unit direction `n` with `n·L = 0`, the hyperfine field satisfies `N·J = L·L`. -/
theorem field_dot_J (h : SpinRelations S L n) (hn : ∑ k, n k * n k = 1)
    (hL : ∑ k, n k * L k = 0) :
    ∑ k, field S L n k * totalJ S L k = ∑ k, L k * L k := by
  rw [field_dot_J_general h, hn, hL]
  simp
```

Two hypotheses now enter. `hn` says that $n$ is a unit vector, $n\cdot n=1$. `hL` says $n\cdot L=0$, which holds for $L=r\times p$ because orbital angular momentum is perpendicular to position. Both correction terms of the general formula vanish, leaving

$$N\cdot J=L\cdot L .$$

The proof substitutes the two hypotheses and simplifies.

```lean
/-- In the opposite operator order, a unit direction `n` with `L·n = 0` gives
`J·N = L·L`. -/
theorem J_dot_field (h : SpinRelations S L n) (hn : ∑ k, n k * n k = 1)
    (hL : ∑ k, L k * n k = 0) :
    ∑ k, totalJ S L k * field S L n k = ∑ k, L k * L k := by
  have key : ∀ k, totalJ S L k * field S L n k = L k * L k - (1 / 4 : ℂ) • (1 : A)
      + (3 : ℂ) • (L k * n k * radialSpin S n)
      + (3 : ℂ) • (S k * n k * radialSpin S n) := by
    intro k
    simp only [field, totalJ, radialSpin_comm h k, add_mul, mul_sub, mul_add,
      mul_smul_comm, mul_assoc]
    rw [h.sq k, h.spin_orb k k]
    module
  have h1 : ∑ k, L k * n k * radialSpin S n = 0 := by
    rw [← Finset.sum_mul, hL, zero_mul]
  have h2 : ∑ k, S k * n k * radialSpin S n = (1 / 4 : ℂ) • (1 : A) := by
    rw [← Finset.sum_mul, ← hn]
    exact radialSpin_sq h
  simp only [Fin.sum_univ_three, key] at h1 h2 ⊢
  linear_combination (norm := module) (3 : ℂ) • h1 + (3 : ℂ) • h2
```

The opposite order gives the same answer, $J\cdot N=L\cdot L$, now under the hypothesis $L\cdot n=0$. Since $R$ commutes with $n_k$, it can be moved to the right:

$$J_kN_k=L_k^2-\tfrac14+3L_kn_kR+3S_kn_kR .$$

In the sum, the third term is $3(L\cdot n)R=0$, which is `h1`. The fourth is $3R^2=\tfrac34$, which follows from `h2` and cancels the constants.

## The factor for a level

```lean
/-- Let `n` be a unit direction with `n·L = 0`. If the hyperfine field projected on a level with
`L·L = l(l+1)` and `J·J = j(j+1) ≠ 0` is `g` times `J`, then `g = l(l+1) / (j(j+1))`. -/
theorem projection_factor (h : SpinRelations S L n) (hn : ∑ k, n k * n k = 1)
    (hL : ∑ k, n k * L k = 0) {P : A} {g l j : ℂ} (hP : P ≠ 0) (hPP : P * P = P)
    (hPJ : ∀ k, P * totalJ S L k = totalJ S L k * P)
    (hLL : (∑ k, L k * L k) * P = (l * (l + 1)) • P)
    (hJJ : (∑ k, totalJ S L k * totalJ S L k) * P = (j * (j + 1)) • P)
    (hj : j * (j + 1) ≠ 0)
    (hg : ∀ k, P * field S L n k * P = g • (totalJ S L k * P)) :
    g = l * (l + 1) / (j * (j + 1)) := by
  have key : ∀ k, P * (field S L n k * totalJ S L k) * P
      = g • (totalJ S L k * totalJ S L k * P) := by
    intro k
    calc P * (field S L n k * totalJ S L k) * P
        = P * field S L n k * (totalJ S L k * P) := by simp only [mul_assoc]
      _ = P * field S L n k * P * totalJ S L k := by rw [← hPJ k]; simp only [mul_assoc]
      _ = g • (totalJ S L k * (P * totalJ S L k)) := by
          rw [hg k, smul_mul_assoc, mul_assoc]
      _ = g • (totalJ S L k * totalJ S L k * P) := by rw [hPJ k, mul_assoc]
  -- evaluate P (N·J) P in two ways
  have e1 : P * (∑ k, field S L n k * totalJ S L k) * P = (g * (j * (j + 1))) • P := by
    rw [Finset.mul_sum, Finset.sum_mul, Finset.sum_congr rfl fun k _ => key k,
      ← Finset.smul_sum, ← Finset.sum_mul, hJJ, smul_smul]
  have e2 : P * (∑ k, field S L n k * totalJ S L k) * P = (l * (l + 1)) • P := by
    rw [field_dot_J h hn hL, mul_assoc, hLL, mul_smul_comm, hPP]
  have e3 : (g * (j * (j + 1)) - l * (l + 1)) • P = 0 := by
    rw [sub_smul, ← e1, ← e2, sub_self]
  rw [eq_div_iff hj]
  exact sub_eq_zero.mp ((smul_eq_zero.mp e3).resolve_right hP)
```

Here $P$ is a nonzero operator with $P^2=P$ that commutes with every $J_k$; it projects onto a level. On that level $L\cdot L$ has the value $l(l+1)$ and $J\cdot J$ the value $j(j+1)\neq0$. The hypothesis `hg` is

$$PN_kP=g\,J_kP .$$

It says that within the level the field is proportional to $J$. For a single multiplet of fixed $j$ this is what the Wigner–Eckart theorem provides for a vector operator; here it is assumed. The numbers $l$, $j$ and $g$ may be any complex numbers, so no quantisation is used.

The factor follows by evaluating $P(N\cdot J)P$ twice. Since $P$ commutes with $J_k$,

$$PN_kJ_kP=PN_kP\,J_k=g\,J_kPJ_k=g\,J_k^2P ,$$

and the sum is $g\,j(j+1)P$; these steps are `key` and `e1`. On the other hand, $N\cdot J=L\cdot L$ gives

$$P(L\cdot L)P=l(l+1)P ,$$

which is `e2`. The difference of the two results is a number times $P$, and $P\ne0$ forces that number to vanish (`e3` and the last line):

$$g=\frac{l(l+1)}{j(j+1)} .$$

In atomic spectroscopy this is the angular factor of the magnetic dipole hyperfine constant for one nonrelativistic electron with $l>0$, when the radial average is treated separately.

## A particle on a ring

The remaining definitions build an example in which the hypotheses of `field_dot_J` and `J_dot_field` are all true. The projector $P$ of `projection_factor` is not part of it.

```lean
/-- Linear operators on all complex functions of the integer angular momentum `m` of a particle on a
ring, normalisable or not. -/
abbrev RingOp := Module.End ℂ (ℤ → ℂ)
```

A state is described by a normalisable function $f(m)$ of the integer angular momentum $m$, to be read as the coefficients of $e^{im\varphi}$, where $\varphi$ is the ring angle. `RingOp` is the algebra of linear operators on all complex functions of $m$, including those that are not normalisable and so describe no physical state.

```lean
/-- The shift of the angular momentum argument by `a`. -/
def shift (a : ℤ) : RingOp := LinearMap.funLeft ℂ ℂ (fun m : ℤ => m + a)
```

`shift a` sends $f(m)$ to $f(m+a)$. Multiplication by $e^{i\varphi}$ raises $m$ by one, so it is `shift (-1)`, and multiplication by $e^{-i\varphi}$ is `shift 1`.

```lean
/-- Multiplication by the cosine of the ring angle. -/
def cosOp : RingOp := (1 / 2 : ℂ) • (shift 1 + shift (-1))
```

This is $\cos\varphi=\tfrac12(e^{-i\varphi}+e^{i\varphi})$.

```lean
/-- Multiplication by the sine of the ring angle. -/
def sinOp : RingOp := (Complex.I / 2) • (shift 1 - shift (-1))
```

This is $\sin\varphi=\tfrac{i}{2}(e^{-i\varphi}-e^{i\varphi})$.

```lean
/-- The angular momentum about the ring axis, multiplication by `m`. -/
def angOp : RingOp where
  toFun f m := (m : ℂ) * f m
  map_add' f g := by funext m; simp [mul_add]
  map_smul' c f := by funext m; simp [mul_left_comm]
```

`angOp` is $L_z$, which multiplies $f(m)$ by $m$. The two further fields prove that it is linear.

```lean
/-- The spin one-half matrices, half the Pauli matrices. -/
def halfPauli : Fin 3 → Matrix (Fin 2) (Fin 2) ℂ :=
  ![!![0, 1 / 2; 1 / 2, 0], !![0, -Complex.I / 2; Complex.I / 2, 0], !![1 / 2, 0; 0, -1 / 2]]
```

These are the matrices $\sigma_k/2$, with $k=0,1,2$ for $x,y,z$.

```lean
/-- Spin operators of the particle on a ring. -/
def ringS (k : Fin 3) : Matrix (Fin 2) (Fin 2) RingOp :=
  (Algebra.ofId ℂ RingOp).mapMatrix (halfPauli k)
```

The spin operators are $2\times2$ matrices whose entries are operators on the ring. Each number in $\sigma_k/2$ becomes that multiple of the identity.

```lean
/-- Orbital angular momentum `(0, 0, L_z)` of the particle on a ring. -/
def ringL (k : Fin 3) : Matrix (Fin 2) (Fin 2) RingOp :=
  Matrix.scalar (Fin 2) ((![0, 0, angOp] : Fin 3 → RingOp) k)
```

The orbital triple is $L=(0,0,L_z)$, placed on the diagonal so that it acts equally on both spin states. This is motion about one axis, not the full three-dimensional angular momentum.

```lean
/-- Direction `(cos φ, sin φ, 0)` of the particle on a ring. -/
def ringN (k : Fin 3) : Matrix (Fin 2) (Fin 2) RingOp :=
  Matrix.scalar (Fin 2) ((![cosOp, sinOp, 0] : Fin 3 → RingOp) k)
```

The direction is $n=(\cos\varphi,\sin\varphi,0)$, also diagonal in spin.

```lean
/-- The cosine and sine operators commute and their squares add up to one. -/
theorem cos_sin_relations :
    cosOp * cosOp + sinOp * sinOp = 1 ∧ cosOp * sinOp = sinOp * cosOp := by
  have huv : shift 1 * shift (-1) = 1 := by
    refine LinearMap.ext fun f => funext fun m => ?_
    change f (m + 1 + -1) = f m
    congr 1; ring
  have hvu : shift (-1) * shift 1 = 1 := by
    refine LinearMap.ext fun f => funext fun m => ?_
    change f (m + -1 + 1) = f m
    congr 1; ring
  have hI : Complex.I / 2 * (Complex.I / 2) = -1 / 4 := by
    linear_combination (1 / 4 : ℂ) * Complex.I_sq
  unfold cosOp sinOp
  constructor
  · rw [smul_mul_smul_comm, smul_mul_smul_comm, hI]
    simp only [add_mul, mul_add, sub_mul, mul_sub, huv, hvu]
    module
  · rw [smul_mul_smul_comm, smul_mul_smul_comm]
    simp only [add_mul, mul_add, sub_mul, mul_sub, huv, hvu]
    module
```

Write $u$ for `shift 1` and $v$ for `shift (-1)`, so that $uv=vu=1$ (`huv` and `hvu`). Then

$$\cos^2\varphi+\sin^2\varphi=\tfrac14(u+v)^2-\tfrac14(u-v)^2=1 ,$$

and the products $\cos\varphi\sin\varphi$ and $\sin\varphi\cos\varphi$ both equal $\tfrac{i}{4}(u^2-v^2)$.

```lean
/-- The spin one-half matrices square to 1/4 and anticommute. -/
theorem halfPauli_relations :
    (∀ k, halfPauli k * halfPauli k = (1 / 4 : ℂ) • 1) ∧
    (∀ j k, j ≠ k → halfPauli j * halfPauli k = -(halfPauli k * halfPauli j)) := by
  constructor
  · intro k
    fin_cases k <;> ext a b <;> fin_cases a <;> fin_cases b <;>
      simp [halfPauli, Matrix.mul_apply, Fin.sum_univ_two] <;>
      first
        | ring1
        | linear_combination (-1 / 4 : ℂ) * Complex.I_sq
  · intro j k hjk
    fin_cases j <;> fin_cases k <;>
      first
        | exact absurd rfl hjk
        | (ext a b
           fin_cases a <;> fin_cases b <;>
             simp [halfPauli, Matrix.mul_apply, Fin.sum_univ_two] <;> ring1)
```

The matrices $\sigma_k/2$ square to $\tfrac14$ and anticommute. Lean goes through the index cases with `fin_cases` and compares matrix entries.

```lean
/-- The spin one-half particle on a ring satisfies all the relations, with `n·n = 1`,
`n·L = L·n = 0` and `L·L` different from zero. -/
theorem field_dot_J_witness :
    SpinRelations ringS ringL ringN ∧ ∑ k, ringN k * ringN k = 1 ∧
    ∑ k, ringN k * ringL k = 0 ∧ ∑ k, ringL k * ringN k = 0 ∧
    ∑ k, ringL k * ringL k ≠ 0 := by
  -- spin matrices have scalar entries, so they commute with orbital operators
  have hc : ∀ (j : Fin 3) (X : RingOp),
      ringS j * Matrix.scalar (Fin 2) X = Matrix.scalar (Fin 2) X * ringS j := by
    intro j X
    ext1 a b
    simp only [ringS, Matrix.scalar_apply, Matrix.mul_diagonal, Matrix.diagonal_mul,
      AlgHom.mapMatrix_apply, Matrix.map_apply]
    exact Algebra.commutes _ _
  refine ⟨⟨fun k => ?_, fun j k hjk => ?_, fun j k => hc j _, fun j k => hc j _,
    fun j k => ?_⟩, ?_, ?_, ?_, ?_⟩
  · unfold ringS
    rw [← map_mul, halfPauli_relations.1 k, map_smul, map_one]
  · unfold ringS
    rw [← map_mul, halfPauli_relations.2 j k hjk, map_neg, map_mul]
  · unfold ringN
    rw [← map_mul, ← map_mul]
    congr 1
    fin_cases j <;> fin_cases k <;> simp [cos_sin_relations.2]
  · have e : cosOp * cosOp + sinOp * sinOp + 0 * 0 = 1 := by
      rw [cos_sin_relations.1, mul_zero, add_zero]
    simp only [ringN, Fin.sum_univ_three, ← map_mul, ← map_add]
    exact (congrArg (Matrix.scalar (Fin 2)) e).trans (map_one _)
  · simp [ringN, ringL, Fin.sum_univ_three]
  · simp [ringN, ringL, Fin.sum_univ_three]
  · intro h0
    have h1 := congrArg
      (fun M : Matrix (Fin 2) (Fin 2) RingOp => (M 0 0) (fun _ => (1 : ℂ)) 1) h0
    simp [ringL, Fin.sum_univ_three, angOp] at h1

end

end HyperfineField
```

The example satisfies `SpinRelations`, with $n\cdot n=1$ and $n\cdot L=L\cdot n=0$. The spin matrices have numerical entries, so they commute with the orbital operators (`hc`). The products $n\cdot L$ and $L\cdot n$ vanish because $n$ lies in the plane of the ring and $L$ along its axis.

The last claim is $L\cdot L\neq0$, so the identity $N\cdot J=L\cdot L$ does not reduce to $0=0$ here. The proof applies the upper-left entry, $L_z^2$, to the constant function $f(m)=1$ and evaluates at $m=1$. This function is not normalisable, so it is no physical state; it only serves to test the operator. The result is $1$, whereas the zero operator would give $0$.

```lean
#print axioms HyperfineField.field_dot_J
#print axioms HyperfineField.J_dot_field
#print axioms HyperfineField.projection_factor
```

```
'HyperfineField.field_dot_J' depends on axioms: [propext, Classical.choice, Quot.sound]
'HyperfineField.J_dot_field' depends on axioms: [propext, Classical.choice, Quot.sound]
'HyperfineField.projection_factor' depends on axioms: [propext, Classical.choice, Quot.sound]
```
